# The optimal dilation of a non-attractive, harmonically trapped Gross–Pitaevskii state is unique and is the virial root

A condensate in a harmonic trap has a width set by three energies. Squeezing the cloud raises the kinetic energy and a repulsive contact energy, and letting it spread raises the trap energy. A code that holds a normalised trial wave function ψ with roughly the right shape but the wrong width can rescale it, and needs to know whether there is one best scale factor and which equation it solves. The result below concerns the one-parameter energy curve along a dilation about the trap centre.

## The identity and the bound

Let T, V and I be the kinetic, trap and interaction energies of ψ in d dimensions. The dilated state ψ_l(x) = l^(d/2) ψ(l x), which is narrower than ψ for l > 1, has energy

E(l) = l² T + V / l² + l^d I.

For T > 0, V > 0 and I ≥ 0 there is one l₀ > 0 that is both the only minimiser of E on l > 0 and the only positive root of

2T l⁴ + d I l^(d+2) = 2V.

If the undilated state already obeys 2T + dI = 2V and I ≥ 0, then for every s > 0

E(s) ≥ E(1) + T (s−1)² + V (s−1)² (2s+1) / s²,

and, for any sign of I, the curvature at such a state is

E″(1) = 8V + d(d−2) I.

## How a code can use it

Within this one-parameter family, a solver can compute T, V and I once, solve a scalar equation for l₀, and start from the rescaled state. The left side of the equation is continuous and strictly increasing, vanishes at 0 and exceeds 2V at l = 1 + V/T, so bisection on that interval brackets the root. The residual 2T + dI − 2V can serve as a check on a ground-state calculation. The theorem limits what that check means: any profile with T, V > 0 and I ≥ 0 reaches zero residual after one dilation, so the residual tests the width and nothing else about the shape. Here ψ has unit norm, energies are per particle, and I is the interaction energy (g/2)∫|ψ|⁴, where g is the contact coupling times the particle number. It is half of the term g∫|ψ|⁴ that enters the chemical potential.

## Derivation

Substituting y = l x in the integrals gives the three powers. The norm is unchanged because |ψ_l|² carries l^d and the volume element l^(−d). The gradient adds a factor l, so ∫|∇ψ_l|² gains l². A potential quadratic in x gains l^(−2). The quartic term carries l^(2d) · l^(−d) = l^d.

Differentiating term by term and taking l³ as common denominator gives, for l ≠ 0,

E′(l) = 2lT − 2V / l³ + d l^(d−1) I = (W(l) − 2V) / l³,

W(l) = 2T l⁴ + d I l^(d+2).

At a local minimum E′ vanishes, so W(l) = 2V.

For 0 < a < b we have a⁴ < b⁴ and a^(d+2) ≤ b^(d+2), so W(a) < W(b) when T > 0 and I ≥ 0. Also W(0) = 0 < 2V. With b = 1 + V/T we have b ≥ 1 and Tb = T + V > V, hence W(b) ≥ 2T b⁴ ≥ 2T b > 2V. The intermediate value theorem gives a root in (0, b), and monotonicity makes it the only positive one.

To see that the root minimises E, suppose first that it lies at 1, so dI = 2V − 2T. Bernoulli's inequality s^d ≥ 1 + d(s−1) and I ≥ 0 give

E(s) − E(1) ≥ T (s² − 1) + V (1/s² − 1) + (2V − 2T)(s − 1).

The T terms collect to s² − 2s + 1 = (s−1)². The V terms collect to

1/s² + 2s − 3 = (2s³ − 3s² + 1) / s² = (s−1)² (2s+1) / s².

This is the bound. For a root at a general a > 0, take the dilated state as the new reference, with T̃ = a²T, Ṽ = V/a², Ĩ = a^d I. Its energy at scale s is E(as), and dividing W(a) = 2V by a² gives 2T̃ + dĨ = 2Ṽ. Since W(a) ≥ 0 forces V ≥ 0, the bound yields E(as) − E(a) ≥ a²T (s−1)², which is positive for s ≠ 1. So the root is a global minimiser; conversely a minimiser on the open half-line is a local minimum, hence a root, hence this root.

For the curvature, E″(l) = 2T + 6V / l⁴ + d(d−1) l^(d−2) I. At l = 1, replacing 2T by 2V − dI gives 8V + d(d−2) I.

For I < 0 and d ≥ 3, take l ≥ 1 so large that T + lI ≤ −(|V| + |M| + 1). Then l^d I ≤ l³ I, V/l² ≤ |V|, and l²(T + lI) ≤ T + lI, so E(l) ≤ −|M| − 1 < M for any prescribed M.

## The Lean file

```lean
import Mathlib

open Set Filter Topology

namespace GrossPitaevskiiScaling

noncomputable section

/-- Gross-Pitaevskii energy along the dilation family in `d` dimensions: the kinetic energy `T`,
harmonic trap energy `V` and contact interaction energy `I` scale as `l^2`, `l^(-2)` and `l^d`. -/
def energy (d : ℕ) (T V I l : ℝ) : ℝ := l ^ 2 * T + V / l ^ 2 + l ^ d * I

/-- The kinetic and interaction side `2 T l^4 + d I l^(d+2)` of the scaled virial equation. -/
def virial (d : ℕ) (T I l : ℝ) : ℝ := 2 * T * l ^ 4 + d * I * l ^ (d + 2)

/-- At a nonzero scale factor the slope of the scaled energy is
`(2 T l^4 + d I l^(d+2) - 2 V) / l^3`. -/
theorem hasDerivAt_energy (d : ℕ) (T V I : ℝ) {l : ℝ} (hl : l ≠ 0) :
    HasDerivAt (energy d T V I) ((virial d T I l - 2 * V) / l ^ 3) l := by
  have hpow : (d : ℝ) * l ^ (d - 1) * l = d * l ^ d := by
    cases d with
    | zero => simp
    | succ n =>
      have hn : n + 1 - 1 = n := by omega
      rw [hn]
      ring
  have h2 : HasDerivAt (fun x : ℝ => x ^ 2) (2 * l) l :=
    (hasDerivAt_pow 2 l).congr_deriv (by simp)
  have hd := hasDerivAt_pow d l
  have hV : HasDerivAt (fun x : ℝ => V / x ^ 2)
      ((0 * l ^ 2 - V * (2 * l)) / (l ^ 2) ^ 2) l :=
    (hasDerivAt_const l V).fun_div h2 (pow_ne_zero 2 hl)
  -- differentiate the three contributions term by term
  have h : HasDerivAt (fun x : ℝ => x ^ 2 * T + V / x ^ 2 + x ^ d * I)
      (2 * l * T + (0 * l ^ 2 - V * (2 * l)) / (l ^ 2) ^ 2 + (d : ℝ) * l ^ (d - 1) * I) l :=
    ((h2.mul_const T).fun_add hV).fun_add (hd.mul_const I)
  have e : (0 * l ^ 2 - V * (2 * l)) / (l ^ 2) ^ 2 * l ^ 3 = -2 * V := by
    rw [div_mul_eq_mul_div, div_eq_iff (pow_ne_zero 2 (pow_ne_zero 2 hl))]
    ring
  refine h.congr_deriv ?_
  rw [eq_div_iff (pow_ne_zero 3 hl)]
  unfold virial
  linear_combination e + I * l ^ 2 * hpow

/-- A local minimum of the scaled energy at a nonzero scale factor
satisfies `2 T l^4 + d I l^(d+2) = 2 V`, for any signs of `T`, `V`, `I`. -/
theorem virial_of_isLocalMin (d : ℕ) (T V I : ℝ) {l : ℝ} (hl : l ≠ 0)
    (hmin : IsLocalMin (energy d T V I) l) : virial d T I l = 2 * V := by
  have h0 := hmin.hasDerivAt_eq_zero (hasDerivAt_energy d T V I hl)
  rcases div_eq_zero_iff.mp h0 with h | h
  · linarith
  · exact absurd h (pow_ne_zero 3 hl)

/-- For positive kinetic energy and non-negative interaction energy, `2 T l^4 + d I l^(d+2)` is
strictly increasing in the positive scale factor. -/
theorem virial_strictMonoOn (d : ℕ) {T I : ℝ} (hT : 0 < T) (hI : 0 ≤ I) :
    StrictMonoOn (virial d T I) (Ioi 0) := by
  intro a ha b _ hab
  have ha' : 0 ≤ a := (mem_Ioi.mp ha).le
  have h4 : a ^ 4 < b ^ 4 := pow_lt_pow_left₀ hab ha' (by norm_num)
  have hd : a ^ (d + 2) ≤ b ^ (d + 2) := pow_le_pow_left₀ ha' hab.le _
  have h1 : 2 * T * a ^ 4 < 2 * T * b ^ 4 := by
    nlinarith [mul_pos hT (sub_pos.mpr h4)]
  have hdI : 0 ≤ (d : ℝ) * I := mul_nonneg (Nat.cast_nonneg d) hI
  have h2 := mul_le_mul_of_nonneg_left hd hdI
  unfold virial
  linarith

/-- For `T, V > 0` and `I ≥ 0` the equation `2 T l^4 + d I l^(d+2) = 2 V` has exactly one
positive root. -/
theorem existsUnique_virial_root (d : ℕ) {T V I : ℝ} (hT : 0 < T) (hV : 0 < V) (hI : 0 ≤ I) :
    ∃! l : ℝ, 0 < l ∧ virial d T I l = 2 * V := by
  -- a scale factor at which the kinetic term alone exceeds `2 V`
  obtain ⟨b, hb1, hbT⟩ : ∃ b : ℝ, 1 ≤ b ∧ V < T * b := by
    have hVT : 0 < V / T := div_pos hV hT
    have hT' : T ≠ 0 := hT.ne'
    have e : T * (V / T) = V := by field_simp
    refine ⟨1 + V / T, by linarith, ?_⟩
    rw [mul_add, mul_one, e]
    linarith
  have hb0 : 0 ≤ b := by linarith
  have hb4 : b ≤ b ^ 4 :=
    calc b = b ^ 1 := (pow_one b).symm
      _ ≤ b ^ 4 := pow_le_pow_right₀ hb1 (by norm_num)
  have hcont : Continuous (virial d T I) := by
    change Continuous fun l : ℝ => 2 * T * l ^ 4 + d * I * l ^ (d + 2)
    fun_prop
  have hzero : virial d T I 0 = 0 := by simp [virial]
  have hbig : 2 * V < virial d T I b := by
    have h1 : 0 ≤ (d : ℝ) * I * b ^ (d + 2) := by positivity
    have h2 := mul_le_mul_of_nonneg_left hb4 hT.le
    unfold virial
    linarith
  have hmem : 2 * V ∈ Ioo (virial d T I 0) (virial d T I b) :=
    ⟨by rw [hzero]; linarith, hbig⟩
  -- existence by the intermediate value theorem, uniqueness by monotonicity
  obtain ⟨l, hl, hroot⟩ := intermediate_value_Ioo hb0 hcont.continuousOn hmem
  refine ⟨l, ⟨hl.1, hroot⟩, ?_⟩
  intro y hy
  exact (virial_strictMonoOn d hT hI).injOn (mem_Ioi.mpr hy.1) (mem_Ioi.mpr hl.1)
    (hy.2.trans hroot.symm)

/-- If the unscaled state obeys `2 T + d I = 2 V` with `I ≥ 0`, dilation by `s > 0` changes the
energy by at least `T (s-1)^2 + V (s-1)^2 (2s+1) / s^2`. -/
theorem energy_excess_ge (d : ℕ) {T V I s : ℝ} (hI : 0 ≤ I) (hs : 0 < s)
    (hvir : 2 * T + d * I = 2 * V) :
    energy d T V I 1 + T * (s - 1) ^ 2 + V * ((s - 1) ^ 2 * (2 * s + 1) / s ^ 2)
      ≤ energy d T V I s := by
  -- Bernoulli's inequality bounds the interaction term by its tangent line
  have hB : 1 + (d : ℝ) * (s - 1) ≤ s ^ d := by
    have h := one_add_mul_le_pow (show (-2 : ℝ) ≤ s - 1 by linarith) d
    have e : 1 + (s - 1) = s := by ring
    rwa [e] at h
  have hs2 : s ^ 2 ≠ 0 := pow_ne_zero 2 hs.ne'
  have hfrac : (s - 1) ^ 2 * (2 * s + 1) / s ^ 2 = 1 / s ^ 2 + 2 * s - 3 := by
    have h1 : 1 / s ^ 2 * s ^ 2 = 1 := one_div_mul_cancel hs2
    rw [div_eq_iff hs2]
    linear_combination (-1) * h1
  have hmul := mul_le_mul_of_nonneg_right hB hI
  have hV : V / s ^ 2 = V * (1 / s ^ 2) := by ring
  -- the virial relation cancels all first-order terms
  have h3 : (2 * T + d * I) * (s - 1) = 2 * V * (s - 1) := by rw [hvir]
  rw [hfrac]
  unfold energy
  simp only [one_pow, div_one, one_mul]
  nlinarith [hmul, h3, hV]

/-- For `T > 0` and `I ≥ 0`, a positive root of `2 T l^4 + d I l^(d+2) = 2 V` has strictly lower
scaled energy than every other positive scale factor. -/
theorem energy_lt_of_virial_root (d : ℕ) {T V I a l : ℝ} (hT : 0 < T) (hI : 0 ≤ I)
    (ha : 0 < a) (hroot : virial d T I a = 2 * V) (hl : 0 < l) (hne : l ≠ a) :
    energy d T V I a < energy d T V I l := by
  have ha0 : a ≠ 0 := ha.ne'
  have ha2 : a ^ 2 ≠ 0 := pow_ne_zero 2 ha0
  unfold virial at hroot
  have hV : 0 ≤ V := by
    have h : 0 ≤ 2 * T * a ^ 4 + d * I * a ^ (d + 2) := by positivity
    linarith
  obtain ⟨s, rfl⟩ : ∃ s : ℝ, l = a * s := ⟨l / a, by field_simp⟩
  have hs : 0 < s := by
    by_contra h
    have h' : s ≤ 0 := not_lt.mp h
    nlinarith [mul_nonneg ha.le (neg_nonneg.mpr h')]
  have hs1 : s - 1 ≠ 0 := by
    intro h
    have e : s = 1 := by linarith
    exact hne (by rw [e, mul_one])
  -- dilations compose: take the state dilated by `a` as the new reference
  have hscale : ∀ t : ℝ,
      energy d (a ^ 2 * T) (V / a ^ 2) (a ^ d * I) t = energy d T V I (a * t) := by
    intro t
    simp only [energy, mul_pow, div_div]
    ring
  -- the new reference obeys the plain virial relation
  have hvir : 2 * (a ^ 2 * T) + d * (a ^ d * I) = 2 * (V / a ^ 2) := by
    have e : V / a ^ 2 * a ^ 2 = V := by field_simp
    apply mul_right_cancel₀ ha2
    linear_combination hroot - 2 * e
  have key := energy_excess_ge d (mul_nonneg (pow_nonneg ha.le d) hI) hs hvir
  have e1 := hscale 1
  have e2 := hscale s
  rw [mul_one] at e1
  have hsq : 0 < (s - 1) ^ 2 := lt_of_le_of_ne (sq_nonneg _) (pow_ne_zero 2 hs1).symm
  have h1 : 0 < a ^ 2 * T * (s - 1) ^ 2 := mul_pos (mul_pos (pow_pos ha 2) hT) hsq
  have h2 : 0 ≤ V / a ^ 2 * ((s - 1) ^ 2 * (2 * s + 1) / s ^ 2) := by positivity
  linarith

/-- For `T, V > 0`, `I ≥ 0` and any dimension `d` there is a scale factor `l₀ > 0` that is the
only minimiser of the scaled energy on `l > 0` and the only positive root of
`2 T l^4 + d I l^(d+2) = 2 V`. -/
theorem unique_minimiser_eq_virial_root (d : ℕ) {T V I : ℝ} (hT : 0 < T) (hV : 0 < V)
    (hI : 0 ≤ I) :
    ∃ l₀ : ℝ, 0 < l₀ ∧
      (∀ l : ℝ, 0 < l → (IsMinOn (energy d T V I) (Ioi 0) l ↔ l = l₀)) ∧
      (∀ l : ℝ, 0 < l → (virial d T I l = 2 * V ↔ l = l₀)) := by
  obtain ⟨a, ⟨ha, hroot⟩, huniq⟩ := existsUnique_virial_root d hT hV hI
  refine ⟨a, ha, fun l hl => ⟨fun hmin => ?_, fun h => ?_⟩,
    fun l hl => ⟨fun h => huniq l ⟨hl, h⟩, fun h => by rw [h]; exact hroot⟩⟩
  · -- a minimiser is stationary, hence the root
    exact huniq l ⟨hl, virial_of_isLocalMin d T V I hl.ne' (hmin.isLocalMin (Ioi_mem_nhds hl))⟩
  · -- the root is a global minimiser
    rw [h]
    refine isMinOn_iff.mpr fun x hx => ?_
    by_cases hxa : x = a
    · rw [hxa]
    · exact (energy_lt_of_virial_root d hT hI ha hroot (mem_Ioi.mp hx) hxa).le

/-- Stiffness against dilation: if `2 T + d I = 2 V`, the second derivative of the scaled energy
at `l = 1` equals `8 V + d (d - 2) I`. -/
theorem breathing_stiffness (d : ℕ) {T V I : ℝ} (hvir : 2 * T + d * I = 2 * V) :
    HasDerivAt (deriv (energy d T V I)) (8 * V + (d : ℝ) * ((d : ℝ) - 2) * I) 1 := by
  -- near `l = 1` the first derivative is given by the explicit slope
  have hev : deriv (energy d T V I) =ᶠ[𝓝 1] fun l => (virial d T I l - 2 * V) / l ^ 3 := by
    filter_upwards [Ioi_mem_nhds (show (0 : ℝ) < 1 from one_pos)] with l hl
    exact (hasDerivAt_energy d T V I (mem_Ioi.mp hl).ne').deriv
  have h3 : HasDerivAt (fun x : ℝ => x ^ 3) 3 1 :=
    (hasDerivAt_pow 3 (1 : ℝ)).congr_deriv (by simp)
  have h4 : HasDerivAt (fun x : ℝ => x ^ 4) 4 1 :=
    (hasDerivAt_pow 4 (1 : ℝ)).congr_deriv (by simp)
  have hd : HasDerivAt (fun x : ℝ => x ^ (d + 2)) ((d : ℝ) + 2) 1 :=
    (hasDerivAt_pow (d + 2) (1 : ℝ)).congr_deriv (by simp)
  have hnum : HasDerivAt (fun l : ℝ => 2 * T * l ^ 4 + d * I * l ^ (d + 2) - 2 * V)
      (2 * T * 4 + d * I * ((d : ℝ) + 2)) 1 :=
    ((h4.const_mul (2 * T)).fun_add (hd.const_mul ((d : ℝ) * I))).sub_const (2 * V)
  have hq : HasDerivAt (fun l : ℝ => (virial d T I l - 2 * V) / l ^ 3)
      (8 * V + (d : ℝ) * ((d : ℝ) - 2) * I) 1 := by
    refine (hnum.fun_div h3 (by norm_num)).congr_deriv ?_
    simp only [one_pow, mul_one, div_one]
    linear_combination hvir
  exact hq.congr_of_eventuallyEq hev

/-- For negative interaction energy in three or more dimensions the scaled energy is unbounded
below on positive scale factors. -/
theorem energy_unbounded_below_of_attractive {d : ℕ} (hd : 3 ≤ d) (T V : ℝ) {I : ℝ}
    (hI : I < 0) (M : ℝ) : ∃ l : ℝ, 0 < l ∧ energy d T V I l < M := by
  -- compress until the attraction dominates the kinetic term
  obtain ⟨l, hl1, hlI⟩ : ∃ l : ℝ, 1 ≤ l ∧ T + l * I ≤ -(|V| + |M| + 1) := by
    refine ⟨max 1 ((|T| + |V| + |M| + 1) / (-I)), le_max_left _ _, ?_⟩
    have h := (div_le_iff₀ (neg_pos.mpr hI)).mp
      (le_max_right 1 ((|T| + |V| + |M| + 1) / (-I)))
    rw [mul_neg] at h
    linarith [le_abs_self T]
  have hl0 : 0 < l := by linarith
  have h3 : l ^ 3 ≤ l ^ d := pow_le_pow_right₀ hl1 hd
  have h2 : 1 ≤ l ^ 2 := by nlinarith
  have hV : V / l ^ 2 ≤ |V| := by
    rw [div_le_iff₀ (pow_pos hl0 2)]
    nlinarith [le_abs_self V, mul_nonneg (abs_nonneg V) (sub_nonneg.mpr h2)]
  have hI3 : l ^ d * I ≤ l ^ 3 * I := by
    nlinarith [mul_nonneg (sub_nonneg.mpr h3) (neg_nonneg.mpr hI.le)]
  have hneg : 0 ≤ -(T + l * I) := by
    linarith [abs_nonneg V, abs_nonneg M]
  have hK : l ^ 2 * T + l ^ 3 * I ≤ T + l * I := by
    nlinarith [mul_nonneg (sub_nonneg.mpr h2) hneg]
  refine ⟨l, hl0, ?_⟩
  unfold energy
  linarith [neg_abs_le M]

end

end GrossPitaevskiiScaling
```
```lean
#print axioms GrossPitaevskiiScaling.unique_minimiser_eq_virial_root
#print axioms GrossPitaevskiiScaling.breathing_stiffness
#print axioms GrossPitaevskiiScaling.energy_unbounded_below_of_attractive
```

```
'GrossPitaevskiiScaling.unique_minimiser_eq_virial_root' depends on axioms: [propext, Classical.choice, Quot.sound]
'GrossPitaevskiiScaling.breathing_stiffness' depends on axioms: [propext, Classical.choice, Quot.sound]
'GrossPitaevskiiScaling.energy_unbounded_below_of_attractive' depends on axioms: [propext, Classical.choice, Quot.sound]
```

## Reading the statements

`energy d T V I l` is E(l) and `virial d T I l` is W(l). The numbers `T V I` are reals with no wave function behind them, and `d : ℕ` is any natural number; d = 0 is admitted, where the interaction is a constant shift, so no condition d ≥ 1 appears. In `unique_minimiser_eq_virial_root`, the hypotheses `0 < T`, `0 < V`, `0 ≤ I` give an `l₀` with `0 < l₀` and two equivalences, each for every positive l. The first says that `IsMinOn (energy d T V I) (Ioi 0) l`, meaning E(l) ≤ E(x) for all x > 0, holds exactly when l = l₀. The second says that `virial d T I l = 2 * V` holds exactly when l = l₀. The restriction to `Ioi 0` matters, because Lean sets V/0 = 0, and for d ≥ 1 this puts `energy` at l = 0 at zero, below the physical minimum.

## How the proof follows the derivation

`hasDerivAt_energy` adds the three derivatives in `h` and multiplies through by l³; `hpow` treats d · l^(d−1) · l = d · l^d by cases, since natural-number subtraction truncates at d = 0. `virial_of_isLocalMin` sets the slope to zero and needs only l ≠ 0, with no sign conditions on the energies. `virial_strictMonoOn` compares the two powers in `h4` and `hd`. `existsUnique_virial_root` chooses `1 + V / T`, applies `intermediate_value_Ioo`, and takes uniqueness from `injOn`.

In `energy_excess_ge`, `hB` is Bernoulli's inequality, `hfrac` is the factorisation of the V terms, and `h3` is the virial relation times s − 1, which cancels the first-order terms. `energy_lt_of_virial_root` writes `l = a * s`, proves the composition of dilations as `hscale` and the rescaled virial relation as `hvir`, and adds the positive term `h1` to the non-negative term `h2`. The main theorem joins these as in the last sentence of the minimisation argument. `breathing_stiffness` differs slightly from the hand calculation: it identifies E′ with (W − 2V)/l³ near 1 in `hev` and differentiates that quotient. `energy_unbounded_below_of_attractive` chains the three inequalities `hI3`, `hV` and `hK`.

## What is and is not guaranteed

The theorems guarantee existence, uniqueness and the characterisation of l₀, the lower bound, the curvature and the unboundedness for I < 0, d ≥ 3, all for the function E as defined and in exact real arithmetic. The scaling law is the definition of `energy`; the change of variables above is not formalised. Minimality is along the dilation curve only, so l₀ gives the best width for the given shape and the rescaled state need not be the true ground state. A code that keeps its box, grid or basis fixed while the state is dilated obeys the law in general only approximately, and no error bound for that is given. Traps that are not quadratic, such as lattices, scale differently, and so do pair interactions whose potential is not homogeneous of degree −d.

The remarks that remain are hand arguments with no counterpart in the file. With V = 0, T > 0 and I ≥ 0, E is strictly increasing on l > 0 and has no minimiser. With T = I = 0 and V > 0 it is strictly decreasing and again has none. The Thomas–Fermi case T = 0, I > 0 is excluded by `hT`. For attraction in d = 2, E = l²(T + I) + V/l² is unbounded below once T + I < 0. Finally, a time-dependent scaling ansatz in an isotropic trap of frequency ω has effective mass 2V/ω² for the scale factor at l = 1, so for small oscillations about a state obeying 2T + dI = 2V the curvature gives the estimate

Ω² = ω² (4 + d(d−2) I / (2V))

for the breathing frequency, which equals 2ω in two dimensions whatever I is.
